# Logarithmic exchange beats a linear kinetic cost in narrow momentum windows at every positive coupling

Take a window of momenta next to the Fermi surface, with a kinetic cost linear in the distance from that surface and an exchange gain from a logarithmic kernel. At every positive coupling, however weak, there is a sharp threshold width: a window of positive width has negative energy exactly when it is narrower than that. One width is strictly best.

Overhauser's theorem concerns density-wave instability of the Hartree-Fock electron gas. The result here is about a one-parameter trial energy, with no Slater determinants and no self-consistency. It does not show that a uniform Hartree-Fock state is unstable.

## The window and its energy

```lean
import Mathlib

open MeasureTheory Set

namespace OverhauserLogExchange

noncomputable section
```

Let $x\in[0,d]$ be the distance from the Fermi surface, in units of a cutoff momentum. For unit slope the kinetic cost is $K(d)=\int_0^d x\,dx$.

```lean
/-- Kinetic cost of a momentum window of width `d`, for an excitation energy that is linear
in the distance `x` from the Fermi surface, with unit slope. -/
def kineticCost (d : ℝ) : ℝ := ∫ x in (0 : ℝ)..d, x
```

The exchange field is $F_d(x)=\int_0^d\ln(1/|x-y|)\,dy$. Up to a constant factor, this logarithm is the leading form, for $|x-y|\ll1$, of the three-dimensional Coulomb interaction integrated over transverse momenta up to the cutoff. The theorems hold for the logarithmic kernel at every width, but only widths well below $1$ have this Coulomb meaning.

```lean
/-- Exchange field at momentum `x` produced by the window `[0, d]` through the
logarithmic kernel `ln (1 / |x - y|)`. -/
def exchangeField (d x : ℝ) : ℝ := ∫ y in (0 : ℝ)..d, Real.log (1 / |x - y|)
```

The exchange gain is $X(d)=\int_0^d F_d(x)\,dx$.

```lean
/-- Exchange gain of the window: the exchange field summed over the window itself. -/
def exchangeGain (d : ℝ) : ℝ := ∫ x in (0 : ℝ)..d, exchangeField d x
```

With slope $v$ and coupling $g$, the energy is $E(d)=vK(d)-gX(d)$. The slope is a postulated constant, standing for the velocity at the Fermi surface; the logarithmic divergence of the Hartree-Fock velocity is left out. That divergence would add a cost of order $d^2\ln(1/d)$, the same order as the exchange gain at small $d$, so the results below are claimed for a constant slope only.

```lean
/-- Trial energy of a window of width `d`, with kinetic slope `v` and exchange coupling `g`. -/
def trialEnergy (v g d : ℝ) : ℝ := v * kineticCost d - g * exchangeGain d
```

One width, $d_*=\exp(1-v/(2g))$, gets a name for parts (g) and (h).

```lean
/-- The window width `exp (1 - v / (2 g))`, meant for coupling `g ≠ 0` (at `g = 0` Lean's division
by zero makes it `exp 1`). -/
def optimalWindow (v g : ℝ) : ℝ := Real.exp (1 - v / (2 * g))
```

All quantities are real, and $v$ may have any sign. Lean's `Real.log t` means $\ln|t|$, with value $0$ at $t=0$, so the formulas below hold at the endpoints too.

## (a) The exchange field

Integrate the kernel to show, for all real $d$ and $x$,
$$F_d(x)=d-x\ln|x|-(d-x)\ln|d-x|.$$

Substitute $u=x-y$:
$$F_d(x)=-\int_{x-d}^{x}\ln|u|\,du=-\bigl[u\ln|u|-u\bigr]_{x-d}^{x},$$
which expands to the target. In the proof, `integral_comp_sub_left` makes the substitution and `integral_log` evaluates the integral.

```lean
/-- The exchange field of the window `[0, d]` in closed form. -/
theorem exchangeField_eq (d x : ℝ) :
    exchangeField d x = d - x * Real.log x - (d - x) * Real.log (d - x) := by
  have h : ∀ y : ℝ, Real.log (1 / |x - y|) = -Real.log (x - y) := fun y => by
    rw [one_div, Real.log_inv, Real.log_abs]
  have h2 : Real.log (x - d) = Real.log (d - x) := by
    rw [← Real.log_neg_eq_log (x - d), neg_sub]
  unfold exchangeField
  simp only [h]
  rw [intervalIntegral.integral_neg,
    intervalIntegral.integral_comp_sub_left Real.log x, integral_log, h2, sub_zero]
  ring
```

## (b) The integral of $x\ln x$

Show, for $d\ge0$,
$$\int_0^d x\ln x\,dx=\frac{d^2}{2}\ln d-\frac{d^2}{4}.$$

The function $\frac{x^2}{2}\ln x-\frac{x^2}{4}$ has derivative $x\ln x+\frac x2-\frac x2=x\ln x$ for $x>0$, and tends to $0$ at the origin. The proof writes its first term as `x / 2 * (x * Real.log x)`, which makes continuity at $0$ visible; the derivative is needed only inside the interval.

```lean
/-- The integral of `x ln x` over a window of width `d ≥ 0`. -/
theorem integral_mul_log {d : ℝ} (hd : 0 ≤ d) :
    ∫ x in (0 : ℝ)..d, x * Real.log x = d ^ 2 / 2 * Real.log d - d ^ 2 / 4 := by
  -- the antiderivative is continuous at 0, although its logarithm is not
  have hc : Continuous fun x : ℝ => x / 2 * (x * Real.log x) - x ^ 2 / 4 :=
    ((continuous_id.div_const 2).mul Real.continuous_mul_log).sub
      ((continuous_id.pow 2).div_const 4)
  have hderiv : ∀ x ∈ Ioo (0 : ℝ) d,
      HasDerivAt (fun x : ℝ => x / 2 * (x * Real.log x) - x ^ 2 / 4)
        (x * Real.log x) x := by
    intro x hx
    have h1 := ((hasDerivAt_id' x).div_const 2).fun_mul
      (Real.hasDerivAt_mul_log hx.1.ne')
    have h2 := ((hasDerivAt_id' x).fun_pow 2).div_const 4
    refine (h1.fun_sub h2).congr_deriv ?_
    norm_num
    ring
  rw [intervalIntegral.integral_eq_sub_of_hasDerivAt_of_le hd hc.continuousOn hderiv
    (Real.continuous_mul_log.intervalIntegrable 0 d)]
  ring
```

## (c) The exchange gain

Integrate the field over the window to show, for $d\ge0$,
$$X(d)=d^2\left(\tfrac32-\ln d\right).$$

The reflection $x\mapsto d-x$ makes the two logarithmic terms of (a) contribute equally (`hrefl`). By (b),
$$X(d)=d^2-2\left(\frac{d^2}{2}\ln d-\frac{d^2}{4}\right)=d^2\left(\tfrac32-\ln d\right).$$

```lean
/-- A window of width `d ≥ 0` gains the exchange energy `d² (3/2 - ln d)`
per unit coupling. -/
theorem exchangeGain_eq {d : ℝ} (hd : 0 ≤ d) :
    exchangeGain d = d ^ 2 * (3 / 2 - Real.log d) := by
  have hc := Real.continuous_mul_log
  have hr : Continuous fun x : ℝ => (d - x) * Real.log (d - x) :=
    hc.comp (continuous_const.sub continuous_id)
  have h0 : Continuous fun _ : ℝ => d := continuous_const
  have h1 : Continuous fun x : ℝ => d - x * Real.log x := h0.sub hc
  -- reflection of the window maps one logarithmic term to the other
  have hrefl := intervalIntegral.integral_comp_sub_left (a := 0) (b := d)
    (fun u : ℝ => u * Real.log u) d
  simp only [sub_self, sub_zero] at hrefl
  unfold exchangeGain
  simp only [exchangeField_eq]
  rw [intervalIntegral.integral_sub
      (h1.intervalIntegrable 0 d) (hr.intervalIntegrable 0 d),
    intervalIntegral.integral_sub
      (h0.intervalIntegrable 0 d) (hc.intervalIntegrable 0 d),
    hrefl, integral_mul_log hd, intervalIntegral.integral_const, smul_eq_mul]
  ring
```

## (d) The energy

Show, for $g\ne0$ and $d\ge0$,
$$E(d)=g\,d^2\left[\ln d-\left(\tfrac32-\tfrac{v}{2g}\right)\right].$$

Since $K(d)=d^2/2$, we have $E(d)=\frac{v d^2}{2}-g d^2\left(\frac32-\ln d\right)$. Factor out $g d^2$.

```lean
/-- The trial energy of a window of width `d ≥ 0` in closed form, for nonzero coupling. -/
theorem trialEnergy_eq {g d : ℝ} (v : ℝ) (hg : g ≠ 0) (hd : 0 ≤ d) :
    trialEnergy v g d = d ^ 2 * g * (Real.log d - (3 / 2 - v / (2 * g))) := by
  have hv : g * (v / (2 * g)) = v / 2 := by field_simp
  unfold trialEnergy kineticCost
  rw [exchangeGain_eq hd, integral_id]
  linear_combination (-d ^ 2) * hv
```

## (e) The threshold width

Show, for $g,d>0$,
$$E(d)<0\iff d<\exp\left(\tfrac32-\tfrac{v}{2g}\right).$$

The prefactor $g d^2$ is positive, so the bracket in (d) decides the sign. It is negative exactly when $\ln d<\frac32-\frac{v}{2g}$; exponentiate. The two branches of the proof are the two directions of this sign argument.

```lean
/-- For positive coupling and width, the trial energy is negative exactly when the window
is narrower than `exp (3/2 - v / (2 g))`. -/
theorem trialEnergy_neg_iff {g d : ℝ} (v : ℝ) (hg : 0 < g) (hd : 0 < d) :
    trialEnergy v g d < 0 ↔ d < Real.exp (3 / 2 - v / (2 * g)) := by
  have hpos : 0 < d ^ 2 * g := by positivity
  rw [trialEnergy_eq v hg.ne' hd.le, ← Real.log_lt_iff_lt_exp hd]
  constructor
  · intro h
    by_contra hn
    have := mul_nonneg hpos.le (sub_nonneg.2 (not_lt.1 hn))
    linarith
  · intro h
    exact mul_neg_of_pos_of_neg hpos (sub_neg.2 h)
```

## (f) Negative energy at every positive coupling

Show that for each $g>0$ there is a $d_0>0$ with
$$0<d<d_0\implies E(d)<0.$$

Take $d_0$ to be the threshold in (e), which is positive because it is an exponential. In the theorem's name, "instability" means only this negative trial energy.

The logarithm matters here. With a constant kernel $1$, the same integration gives $E(d)=d^2(v/2-g)$, which is negative only for $g>v/2$, whatever the width.

```lean
/-- At every positive coupling, however weak, and for every kinetic slope, all sufficiently narrow
windows of positive width have negative energy. -/
theorem instability_at_every_coupling {g : ℝ} (v : ℝ) (hg : 0 < g) :
    ∃ d₀ > 0, ∀ d, 0 < d → d < d₀ → trialEnergy v g d < 0 :=
  ⟨_, Real.exp_pos _, fun _ hd h => (trialEnergy_neg_iff v hg hd).2 h⟩
```

## (g) The energy at $d_*$

Show, for $g\ne0$,
$$E(d_*)=-\frac g2\exp\left(2-\frac vg\right).$$

At $d_*$ the bracket in (d) equals $1-\frac32=-\frac12$, and $d_*^2=\exp(2-v/g)$.

For $v=1$ and $g=\frac1{10}$, the threshold is $e^{-7/2}\approx0.0302$, $d_*=e^{-4}\approx0.0183$, and $E(d_*)=-e^{-8}/20\approx-1.68\times10^{-5}$. Both widths are well below $1$.

```lean
/-- For nonzero coupling, the energy at the window width `exp (1 - v / (2 g))` is
`-(g / 2) exp (2 - v / g)`. -/
theorem trialEnergy_optimalWindow {g : ℝ} (v : ℝ) (hg : g ≠ 0) :
    trialEnergy v g (optimalWindow v g) = -(g / 2) * Real.exp (2 - v / g) := by
  have hsq : Real.exp (2 - v / g) = Real.exp (1 - v / (2 * g)) ^ 2 := by
    rw [sq, ← Real.exp_add]
    congr 1
    field_simp
    ring
  unfold optimalWindow
  rw [trialEnergy_eq v hg (Real.exp_pos _).le, hsq, Real.log_exp]
  ring
```

## (h) The unique best width

Show, for $g,d>0$ and $d\ne d_*$,
$$E(d_*)<E(d).$$

Put $s=2(\ln d_*-\ln d)\ne0$, so that $d_*^2=d^2e^s$ (`hexp`). Then
$$E(d)=-\frac{g d^2}{2}(s+1),\qquad E(d_*)=-\frac{g d^2}{2}e^s.$$
The strict inequality $s+1<e^s$, which is `Real.add_one_lt_exp`, finishes the argument.

```lean
/-- For positive coupling, every positive window width other than `exp (1 - v / (2 g))`
has strictly higher energy than that one. -/
theorem optimalWindow_strict_min {g d : ℝ} (v : ℝ) (hg : 0 < g) (hd : 0 < d)
    (hne : d ≠ optimalWindow v g) :
    trialEnergy v g (optimalWindow v g) < trialEnergy v g d := by
  have hs : 2 * (1 - v / (2 * g) - Real.log d) ≠ 0 := by
    intro h
    apply hne
    have hl : Real.log d = 1 - v / (2 * g) := by linarith
    unfold optimalWindow
    rw [← hl, Real.exp_log hd]
  -- the exponential lies strictly above its tangent away from the point of contact
  have hc : 0 < g * d ^ 2 / 2 := by positivity
  have hlt := mul_lt_mul_of_pos_left (Real.add_one_lt_exp hs) hc
  have hexp : Real.exp (2 * (1 - v / (2 * g) - Real.log d)) * d ^ 2
      = Real.exp (1 - v / (2 * g)) ^ 2 := by
    have h : Real.exp (2 * (1 - v / (2 * g) - Real.log d)) * Real.exp (Real.log d) ^ 2
        = Real.exp (1 - v / (2 * g)) ^ 2 := by
      simp only [sq, ← Real.exp_add]
      congr 1
      ring
    rwa [Real.exp_log hd] at h
  have hmin : trialEnergy v g (optimalWindow v g)
      = -(g / 2) * Real.exp (1 - v / (2 * g)) ^ 2 := by
    unfold optimalWindow
    rw [trialEnergy_eq v hg.ne' (Real.exp_pos _).le, Real.log_exp]
    ring
  rw [hmin, trialEnergy_eq v hg.ne' hd.le, ← hexp]
  linarith

end

end OverhauserLogExchange
```

```lean
#print axioms OverhauserLogExchange.instability_at_every_coupling
#print axioms OverhauserLogExchange.trialEnergy_optimalWindow
#print axioms OverhauserLogExchange.optimalWindow_strict_min
```

```
'OverhauserLogExchange.instability_at_every_coupling' depends on axioms: [propext, Classical.choice, Quot.sound]
'OverhauserLogExchange.trialEnergy_optimalWindow' depends on axioms: [propext, Classical.choice, Quot.sound]
'OverhauserLogExchange.optimalWindow_strict_min' depends on axioms: [propext, Classical.choice, Quot.sound]
```
